# Eigenvalues of the Gell-Mann colour coupling: 4/3 and −8/3 for two quarks, −16/3 and 2/3 for quark and antiquark

Treat a red quark with an antired antiquark as a colour singlet, and the mean value of its colour coupling comes out as $-4/3$. The true singlet, which superposes red-antired, green-antigreen and blue-antiblue with the same amplitude, phase included, has $-16/3$. The product state is not even an eigenstate. The theorems below identify the tensors that belong to each eigenvalue.

In a one-gluon-exchange model restricted to its Coulomb-like part, these numbers, divided by four for generators $\lambda_a/2$, set the sign and relative strength of the force: negative values attract.

## Matrices and couplings

```lean
import Mathlib

open Matrix
open scoped Kronecker

namespace QuarkColourCoupling

noncomputable section
```

This loads the Mathlib library and the notation `⊗ₖ` for the Kronecker product.

```lean
/-- The eight Gell-Mann matrices, numbered from 0 to 7. -/
def gellMann : Fin 8 → Matrix (Fin 3) (Fin 3) ℂ :=
  ![!![0, 1, 0; 1, 0, 0; 0, 0, 0],
    !![0, -Complex.I, 0; Complex.I, 0, 0; 0, 0, 0],
    !![1, 0, 0; 0, -1, 0; 0, 0, 0],
    !![0, 0, 1; 0, 0, 0; 1, 0, 0],
    !![0, 0, -Complex.I; 0, 0, 0; Complex.I, 0, 0],
    !![0, 0, 0; 0, 0, 1; 0, 1, 0],
    !![0, 0, 0; 0, 0, -Complex.I; 0, Complex.I, 0],
    ((1 / Real.sqrt 3 : ℝ) : ℂ) • !![1, 0, 0; 0, 1, 0; 0, 0, -2]]
```

The type `Fin 3` holds the colours 0, 1, 2, and `Fin 8` the labels $a=0,\dots,7$. The usual $\lambda_1,\dots,\lambda_8$ are therefore $\lambda_0,\dots,\lambda_7$ here.

```lean
/-- The operator that exchanges the colours of two quarks, as a matrix on pairs of colours. -/
def colourSwap : Matrix (Fin 3 × Fin 3) (Fin 3 × Fin 3) ℂ :=
  Matrix.of fun p q => if p.1 = q.2 ∧ p.2 = q.1 then 1 else 0
```

Rows and columns are colour pairs. The entry of the swap $P$ in row $(i,k)$ and column $(j,l)$ is $\delta_{il}\delta_{kj}$.

```lean
/-- The colour coupling of two quarks, the sum of `λ_a ⊗ λ_a` over the Gell-Mann matrices. -/
def quarkQuark : Matrix (Fin 3 × Fin 3) (Fin 3 × Fin 3) ℂ :=
  ∑ a, gellMann a ⊗ₖ gellMann a
```

This is $\sum_a\lambda_a\otimes\lambda_a$, acting on colour alone; spin, position and the Pauli principle are not modelled.

```lean
/-- The colour coupling of a quark and an antiquark, minus the sum of `λ_a ⊗ λ_aᵀ`. -/
def quarkAntiquark : Matrix (Fin 3 × Fin 3) (Fin 3 × Fin 3) ℂ :=
  -∑ a, gellMann a ⊗ₖ (gellMann a)ᵀ
```

An antiquark carries the conjugate colour representation, in which $-\lambda_a^T$ takes the place of $\lambda_a$. That choice enters as a definition.

## The completeness relation

```lean
/-- Products of two entries of the eighth Gell-Mann matrix are free of square roots. -/
theorem gellMann_eight_mul (i j k l : Fin 3) :
    gellMann 7 i j * gellMann 7 k l =
      1 / 3 * ((!![1, 0, 0; 0, 1, 0; 0, 0, -2] : Matrix (Fin 3) (Fin 3) ℂ) i j *
        (!![1, 0, 0; 0, 1, 0; 0, 0, -2] : Matrix (Fin 3) (Fin 3) ℂ) k l) := by
  have hr : (1 / Real.sqrt 3) * (1 / Real.sqrt 3) = (1 / 3 : ℝ) := by
    rw [div_mul_div_comm, Real.mul_self_sqrt (by norm_num)]
    norm_num
  have hc : ((1 / Real.sqrt 3 : ℝ) : ℂ) * ((1 / Real.sqrt 3 : ℝ) : ℂ) = 1 / 3 := by
    rw [← Complex.ofReal_mul, hr]
    norm_num
  change (((1 / Real.sqrt 3 : ℝ) : ℂ) *
      (!![1, 0, 0; 0, 1, 0; 0, 0, -2] : Matrix (Fin 3) (Fin 3) ℂ) i j) *
    (((1 / Real.sqrt 3 : ℝ) : ℂ) *
      (!![1, 0, 0; 0, 1, 0; 0, 0, -2] : Matrix (Fin 3) (Fin 3) ℂ) k l) = _
  linear_combination ((!![1, 0, 0; 0, 1, 0; 0, 0, -2] : Matrix (Fin 3) (Fin 3) ℂ) i j *
    (!![1, 0, 0; 0, 1, 0; 0, 0, -2] : Matrix (Fin 3) (Fin 3) ℂ) k l) * hc
```

Two entries of $\lambda_7$ always multiply to $(1/\sqrt3)^2=1/3$ times integers, so the square root disappears.

```lean
set_option maxHeartbeats 400000 in
/-- Completeness relation of the Gell-Mann matrices:
`∑ (λ_a)_ij (λ_a)_kl = 2 δ_il δ_kj - (2/3) δ_ij δ_kl`. -/
theorem gellMann_completeness (i j k l : Fin 3) :
    ∑ a, gellMann a i j * gellMann a k l =
      2 * (if i = l ∧ k = j then 1 else 0) - 2 / 3 * (if i = j ∧ k = l then 1 else 0) := by
  rw [Fin.sum_univ_eight, gellMann_eight_mul]
  -- what remains is a finite check over the colour indices
  fin_cases i <;> fin_cases j <;> fin_cases k <;> fin_cases l <;>
    simp [gellMann] <;> norm_num
```

The theorem states
$$\sum_a(\lambda_a)_{ij}(\lambda_a)_{kl}=2\delta_{il}\delta_{kj}-\tfrac23\delta_{ij}\delta_{kl}.$$

By hand, first let $i\ne j$. Only one real and one imaginary matrix have an entry there. Their products add to $1+(-\mathrm{i})(\mathrm{i})=2$, with the upright $\mathrm{i}$ for the imaginary unit, if $(k,l)=(j,i)$, and cancel as $1-1=0$ if $(k,l)=(i,j)$. All other products vanish.

Now let $i=j$. Only the diagonal matrices $\lambda_2$ and $\lambda_7$ contribute, so $k=l$ is needed. For $k=i$ the sum is $1+\frac13$ for colours 0 and 1, and $0+\frac43$ for colour 2: always $\frac43$. For $k\neq i$ it is $-1+\frac13$ or $0-\frac23$: always $-\frac23$. Both agree with the right-hand side.

Lean expands the sum and rewrites the products from $\lambda_7$ with the previous theorem. Then `fin_cases` splits the claim into all 81 index choices, and `simp` and `norm_num` check them.

## Two quarks

```lean
/-- The colour swap exchanges the two colour indices of a two-quark tensor. -/
theorem colourSwap_mulVec (ψ : Fin 3 × Fin 3 → ℂ) (i k : Fin 3) :
    (colourSwap *ᵥ ψ) (i, k) = ψ (k, i) := by
  simp [Matrix.mulVec, dotProduct, colourSwap, Fintype.sum_prod_type, ite_and]
```

A two-quark state is a function $\psi(i,k)$, and `*ᵥ` applies a matrix to it. Here $\sum_{jl}\delta_{il}\delta_{kj}\psi(j,l)=\psi(k,i)$.

```lean
/-- The colour coupling of two quarks is twice the colour swap minus 2/3. -/
theorem quarkQuark_eq_swap :
    quarkQuark = (2 : ℂ) • colourSwap - (2 / 3 : ℂ) • 1 := by
  ext ⟨i, k⟩ ⟨j, l⟩
  simp only [quarkQuark, Matrix.sum_apply, Matrix.kroneckerMap_apply, gellMann_completeness,
    Matrix.sub_apply, Matrix.smul_apply, colourSwap, Matrix.of_apply, Matrix.one_apply,
    Prod.mk.injEq, smul_eq_mul]
```

Read as matrix entries, the completeness relation says $\sum_a\lambda_a\otimes\lambda_a=2P-\frac23$. The tactic `ext` reduces the matrix equation to its entries.

```lean
/-- The two-quark coupling sends `ψ(i,k)` to `2 ψ(k,i) - (2/3) ψ(i,k)`. -/
theorem quarkQuark_mulVec (ψ : Fin 3 × Fin 3 → ℂ) (i k : Fin 3) :
    (quarkQuark *ᵥ ψ) (i, k) = 2 * ψ (k, i) - 2 / 3 * ψ (i, k) := by
  rw [quarkQuark_eq_swap, Matrix.sub_mulVec, Matrix.smul_mulVec, Matrix.smul_mulVec,
    Matrix.one_mulVec, Pi.sub_apply, Pi.smul_apply, Pi.smul_apply, colourSwap_mulVec,
    smul_eq_mul, smul_eq_mul]
```

Applying this to $\psi$ gives $2\psi(k,i)-\frac23\psi(i,k)$.

```lean
/-- The two-quark coupling acts as 4/3 on a colour tensor exactly when the tensor is symmetric. -/
theorem quarkQuark_symmetric_iff (ψ : Fin 3 × Fin 3 → ℂ) :
    quarkQuark *ᵥ ψ = (4 / 3 : ℂ) • ψ ↔ ∀ i k, ψ (k, i) = ψ (i, k) := by
  constructor
  · intro h i k
    have h1 := congrFun h (i, k)
    rw [quarkQuark_mulVec, Pi.smul_apply, smul_eq_mul] at h1
    linear_combination (1 / 2) * h1
  · intro h
    ext ⟨i, k⟩
    rw [quarkQuark_mulVec, Pi.smul_apply, smul_eq_mul]
    linear_combination 2 * h i k
```

Setting this equal to $\frac43\psi(i,k)$ leaves $2\psi(k,i)=2\psi(i,k)$, which is symmetry. The arrow `↔` means "exactly when", and `linear_combination` checks the algebra in each direction. The zero tensor satisfies the equation too; eigenvectors are the nonzero solutions.

Without symmetry the eigenvalue fails: if $\psi(0,1)=1$ is the only nonzero entry, the result has $-\frac23$ at $(0,1)$ and $2$ at $(1,0)$.

```lean
/-- The two-quark coupling acts as -8/3 on a colour tensor exactly when the tensor is
antisymmetric. -/
theorem quarkQuark_antisymmetric_iff (ψ : Fin 3 × Fin 3 → ℂ) :
    quarkQuark *ᵥ ψ = (-8 / 3 : ℂ) • ψ ↔ ∀ i k, ψ (k, i) = -ψ (i, k) := by
  constructor
  · intro h i k
    have h1 := congrFun h (i, k)
    rw [quarkQuark_mulVec, Pi.smul_apply, smul_eq_mul] at h1
    linear_combination (1 / 2) * h1
  · intro h
    ext ⟨i, k⟩
    rw [quarkQuark_mulVec, Pi.smul_apply, smul_eq_mul]
    linear_combination 2 * h i k
```

With $-\frac83$ the equation becomes $2\psi(k,i)=-2\psi(i,k)$, which is antisymmetry.

## Quark and antiquark

```lean
/-- The quark-antiquark coupling sends `ψ(i,k)` to `(2/3) ψ(i,k) - 2 δ_ik ∑ ψ(j,j)`. -/
theorem quarkAntiquark_mulVec (ψ : Fin 3 × Fin 3 → ℂ) (i k : Fin 3) :
    (quarkAntiquark *ᵥ ψ) (i, k) =
      2 / 3 * ψ (i, k) - 2 * (if i = k then 1 else 0) * ∑ j, ψ (j, j) := by
  -- transposing the second factor exchanges its two indices in the completeness relation
  have entry : ∀ j l : Fin 3, quarkAntiquark (i, k) (j, l) =
      2 / 3 * (if i = j ∧ l = k then 1 else 0) - 2 * (if i = k ∧ l = j then 1 else 0) := by
    intro j l
    simp only [quarkAntiquark, Matrix.neg_apply, Matrix.sum_apply, Matrix.kroneckerMap_apply,
      Matrix.transpose_apply, gellMann_completeness]
    ring
  simp only [Matrix.mulVec, dotProduct, Fintype.sum_prod_type, entry]
  fin_cases i <;> fin_cases k <;> simp [Fin.sum_univ_three] <;> ring
```

Transposing the second factor exchanges $k$ and $l$, so the matrix entry is $\frac23\delta_{ij}\delta_{lk}-2\delta_{ik}\delta_{lj}$; this is `entry` in the proof. Summing against $\psi(j,l)$ gives
$$\tfrac23\psi(i,k)-2\delta_{ik}T,\qquad T=\sum_j\psi(j,j).$$

```lean
/-- The quark-antiquark coupling acts as 2/3 on a colour tensor exactly when the tensor is
traceless. -/
theorem quarkAntiquark_traceless_iff (ψ : Fin 3 × Fin 3 → ℂ) :
    quarkAntiquark *ᵥ ψ = (2 / 3 : ℂ) • ψ ↔ ∑ j, ψ (j, j) = 0 := by
  constructor
  · intro h
    have h1 := congrFun h (0, 0)
    rw [quarkAntiquark_mulVec, Pi.smul_apply, smul_eq_mul, if_pos rfl] at h1
    linear_combination (-1 / 2) * h1
  · intro h
    ext ⟨i, k⟩
    rw [quarkAntiquark_mulVec, Pi.smul_apply, smul_eq_mul, h]
    ring
```

The eigenvalue $\frac23$ requires $2\delta_{ik}T=0$ for all $i,k$. The entry $(0,0)$ already forces $T=0$, and $T=0$ suffices.

The opening example shows what happens without tracelessness. With $\psi(0,0)=1$ as the only nonzero entry, the result has $-\frac43$ at $(0,0)$ and $-2$ at $(1,1)$ and $(2,2)$.

```lean
/-- The quark-antiquark coupling acts as -16/3 on a colour tensor exactly when the tensor is a
multiple of the identity tensor. -/
theorem quarkAntiquark_identity_iff (ψ : Fin 3 × Fin 3 → ℂ) :
    quarkAntiquark *ᵥ ψ = (-16 / 3 : ℂ) • ψ ↔
      ∃ c : ℂ, ∀ i k, ψ (i, k) = c * (if i = k then 1 else 0) := by
  constructor
  · intro h
    -- the coefficient is a third of the trace
    refine ⟨(∑ j, ψ (j, j)) / 3, fun i k => ?_⟩
    have h1 := congrFun h (i, k)
    rw [quarkAntiquark_mulVec, Pi.smul_apply, smul_eq_mul] at h1
    linear_combination (1 / 6) * h1
  · rintro ⟨c, h⟩
    have hS : ∑ j, ψ (j, j) = 3 * c := by
      simp only [Fin.sum_univ_three, h, ↓reduceIte]
      ring
    ext ⟨i, k⟩
    rw [quarkAntiquark_mulVec, Pi.smul_apply, smul_eq_mul, hS, h i k]
    ring

end

end QuarkColourCoupling
```

The eigenvalue $-\frac{16}3$ requires $6\psi(i,k)=2\delta_{ik}T$, hence $\psi(i,k)=\frac T3\delta_{ik}$. Conversely, $\psi(i,k)=c\,\delta_{ik}$ has $T=3c$, and the coupling gives $(\frac23-6)c\,\delta_{ik}=-\frac{16}3c\,\delta_{ik}$. The normalised singlet has $c=1/\sqrt3$, up to a phase.

```lean
#print axioms QuarkColourCoupling.quarkQuark_symmetric_iff
#print axioms QuarkColourCoupling.quarkQuark_antisymmetric_iff
#print axioms QuarkColourCoupling.quarkAntiquark_traceless_iff
#print axioms QuarkColourCoupling.quarkAntiquark_identity_iff
```

```
'QuarkColourCoupling.quarkQuark_symmetric_iff' depends on axioms: [propext, Classical.choice, Quot.sound]
'QuarkColourCoupling.quarkQuark_antisymmetric_iff' depends on axioms: [propext, Classical.choice, Quot.sound]
'QuarkColourCoupling.quarkAntiquark_traceless_iff' depends on axioms: [propext, Classical.choice, Quot.sound]
'QuarkColourCoupling.quarkAntiquark_identity_iff' depends on axioms: [propext, Classical.choice, Quot.sound]
```
